# Two-sided bounds on the gap in a four-wave Heine-Jones model

Four plane waves a, b, c and d are kept as an orthonormal basis. Waves a and b have energy $e$ and are coupled to each other by $w$. Waves c and d have energy $e-D$ and are not coupled to each other. Each of the four couplings between one pair and the other equals $u$. All parameters are real, in one common energy unit, and $s=D+w$ is used as shorthand.

In a pseudopotential picture, $w$ and $u$ are Fourier components of the potential up to phase factors, the phases of the waves being chosen so that the four cross couplings are equal, $D$ is a difference of kinetic energies, and the missing c–d coupling is a Fourier component that vanishes. At the X point of the diamond structure, for example, a and b are the plane waves $\pm(1,1,0)$ and c and d are $(0,0,\pm1)$, in units of $2\pi$ over the cubic lattice constant. Then $w$ comes from the 220 component and $u$ from the 111 components. Two more waves, $\pm(1,-1,0)$, have the same kinetic energy as a and b and are left out here. The "gap" below is the signed separation of two particular levels of this matrix at one wave vector. It is not a band gap minimised over the Brillouin zone, and other levels of the matrix may lie in between.

## The matrices and their levels

```lean
import Mathlib

open Matrix

namespace HeineJonesModel

noncomputable section
```

These lines load the mathematical library Mathlib, make its matrix notation available and open a namespace for the names that follow.

```lean
/-- The four-wave Hamiltonian: waves a, b at energy `e` with mutual coupling `w`, waves c, d at
energy `e - D` without mutual coupling, and every cross coupling equal to `u`. -/
def hamiltonian (e D w u : ℝ) : Matrix (Fin 4) (Fin 4) ℝ :=
  !![e, w, u, u; w, e, u, u; u, u, e - D, 0; u, u, 0, e - D]
```

The notation `!![...]` lists a matrix row by row, with semicolons between rows:

$$H=\begin{pmatrix} e&w&u&u\\ w&e&u&u\\ u&u&e-D&0\\ u&u&0&e-D\end{pmatrix}.$$

Lean counts from zero, so the amplitudes of a, b, c, d are $v_0,v_1,v_2,v_3$.

```lean
/-- The Hamiltonian of the two symmetric combinations a + b and c + d. -/
def symmetricBlock (e D w u : ℝ) : Matrix (Fin 2) (Fin 2) ℝ :=
  !![e + w, 2 * u; 2 * u, e - D]
```

This is the Hamiltonian in the normalised symmetric states $(a+b)/\sqrt2$ and $(c+d)/\sqrt2$. Their coupling is $\tfrac12(u+u+u+u)=2u$.

```lean
/-- `μ` is a level of `H` if `H` has a non-zero real eigenvector with eigenvalue `μ`. -/
def IsLevel {n : ℕ} (H : Matrix (Fin n) (Fin n) ℝ) (μ : ℝ) : Prop :=
  ∃ v : Fin n → ℝ, v ≠ 0 ∧ H *ᵥ v = μ • v
```

`IsLevel H μ` says that some vector $v\neq0$ satisfies $Hv=\mu v$. The symbol `*ᵥ` is matrix times vector, and `•` is number times vector. Multiplicity is not recorded. Real eigenvectors suffice, because both matrices are real and symmetric.

```lean
/-- The upper root of the secular equation of the symmetric block. -/
def upperLevel (e D w u : ℝ) : ℝ :=
  e + (w - D) / 2 + Real.sqrt ((D + w) ^ 2 / 4 + 4 * u ^ 2)
```

In ordinary notation this number is

$$e+\frac{w-D}{2}+\sqrt{\frac{s^2}{4}+4u^2}.$$

At this point it is only a formula. That it is the upper level of the block is proved further on.

## Amplitude equations

```lean
/-- The action of the four-wave Hamiltonian on the amplitudes of a, b, c, d. -/
theorem hamiltonian_mulVec (e D w u : ℝ) (v : Fin 4 → ℝ) :
    hamiltonian e D w u *ᵥ v =
      ![e * v 0 + w * v 1 + u * (v 2 + v 3), w * v 0 + e * v 1 + u * (v 2 + v 3),
        u * (v 0 + v 1) + (e - D) * v 2, u * (v 0 + v 1) + (e - D) * v 3] := by
  ext i
  fin_cases i <;> simp [hamiltonian, Matrix.mulVec, dotProduct, Fin.sum_univ_four] <;> ring
```

A `theorem` is a statement followed by its proof, which starts after `:= by`. This one writes out $Hv$. Its first component, for example, is $ev_0+wv_1+u(v_2+v_3)$. The proof checks the four components one at a time.

```lean
/-- The action of the symmetric block on the amplitudes of a + b and c + d. -/
theorem symmetricBlock_mulVec (e D w u : ℝ) (v : Fin 2 → ℝ) :
    symmetricBlock e D w u *ᵥ v =
      ![(e + w) * v 0 + 2 * u * v 1, 2 * u * v 0 + (e - D) * v 1] := by
  ext i
  fin_cases i <;> simp [symmetricBlock, Matrix.mulVec, dotProduct, Fin.sum_univ_two]
```

The same is done for the block, whose two components are $(e+w)v_0+2uv_1$ and $2uv_0+(e-D)v_1$.

## The complete list of levels

```lean
/-- The levels of the four-wave Hamiltonian are exactly `e - w`, `e - D` and the levels of the
symmetric block. -/
theorem level_iff (e D w u μ : ℝ) :
    IsLevel (hamiltonian e D w u) μ ↔
      μ = e - w ∨ μ = e - D ∨ IsLevel (symmetricBlock e D w u) μ := by
  constructor
  · rintro ⟨v, hv0, hv⟩
    rw [hamiltonian_mulVec] at hv
    have h0 : e * v 0 + w * v 1 + u * (v 2 + v 3) = μ * v 0 := congrFun hv 0
    have h1 : w * v 0 + e * v 1 + u * (v 2 + v 3) = μ * v 1 := congrFun hv 1
    have h2 : u * (v 0 + v 1) + (e - D) * v 2 = μ * v 2 := congrFun hv 2
    have h3 : u * (v 0 + v 1) + (e - D) * v 3 = μ * v 3 := congrFun hv 3
    by_cases h01 : v 0 = v 1
    · by_cases h23 : v 2 = v 3
      · -- a symmetric eigenvector lives in the symmetric block
        refine Or.inr (Or.inr ⟨![v 0, v 2], ?_, ?_⟩)
        · intro h
          have a0 : v 0 = 0 := congrFun h 0
          have a2 : v 2 = 0 := congrFun h 1
          apply hv0
          ext i
          fin_cases i
          · exact a0
          · exact h01.symm.trans a0
          · exact a2
          · exact h23.symm.trans a2
        · rw [symmetricBlock_mulVec]
          ext i
          fin_cases i
          · change (e + w) * v 0 + 2 * u * v 2 = μ * v 0
            linear_combination h0 + w * h01 + u * h23
          · change 2 * u * v 0 + (e - D) * v 2 = μ * v 2
            linear_combination h2 + u * h01
      · have h : (μ - (e - D)) * (v 2 - v 3) = 0 := by linear_combination h3 - h2
        exact Or.inr (Or.inl (sub_eq_zero.mp
          ((mul_eq_zero.mp h).resolve_right (sub_ne_zero.mpr h23))))
    · have h : (μ - (e - w)) * (v 0 - v 1) = 0 := by linear_combination h1 - h0
      exact Or.inl (sub_eq_zero.mp
        ((mul_eq_zero.mp h).resolve_right (sub_ne_zero.mpr h01)))
  · rintro (rfl | rfl | ⟨v, hv0, hv⟩)
    · -- the combination a - b
      refine ⟨![1, -1, 0, 0], fun h => one_ne_zero (α := ℝ) (congrFun h 0), ?_⟩
      rw [hamiltonian_mulVec]
      ext i
      fin_cases i <;> simp <;> ring
    · -- the combination c - d
      refine ⟨![0, 0, 1, -1], fun h => one_ne_zero (α := ℝ) (congrFun h 2), ?_⟩
      rw [hamiltonian_mulVec]
      ext i
      fin_cases i <;> simp
    · rw [symmetricBlock_mulVec] at hv
      have h0 : (e + w) * v 0 + 2 * u * v 1 = μ * v 0 := congrFun hv 0
      have h1 : 2 * u * v 0 + (e - D) * v 1 = μ * v 1 := congrFun hv 1
      refine ⟨![v 0, v 0, v 1, v 1], ?_, ?_⟩
      · intro h
        apply hv0
        ext i
        fin_cases i
        · exact congrFun h 0
        · exact congrFun h 2
      · rw [hamiltonian_mulVec]
        ext i
        fin_cases i
        · change e * v 0 + w * v 0 + u * (v 1 + v 1) = μ * v 0
          linear_combination h0
        · change w * v 0 + e * v 0 + u * (v 1 + v 1) = μ * v 0
          linear_combination h0
        · change u * (v 0 + v 0) + (e - D) * v 1 = μ * v 1
          linear_combination h1
        · change u * (v 0 + v 0) + (e - D) * v 1 = μ * v 1
          linear_combination h1
```

The sign `↔` means "if and only if" and `∨` means "or". A number $\mu$ is a level of $H$ exactly when it is $e-w$, or $e-D$, or a level of the symmetric block.

By hand, take an eigenvector $v$. Subtracting the first two amplitude equations, and then the last two, gives

$$(\mu-(e-w))(v_0-v_1)=0,\qquad (\mu-(e-D))(v_2-v_3)=0.$$

If $v_0\ne v_1$, then $\mu=e-w$. If $v_0=v_1$ but $v_2\neq v_3$, then $\mu=e-D$. If both pairs are equal, the amplitude equations reduce to those of the block for the non-zero vector $(v_0,v_2)$. The `by_cases` lines make these distinctions. The tactic `linear_combination` proves an equation by naming the multiples of known equations that add up to it.

For the converse, the proof supplies eigenvectors. In normalised form they are $(1,-1,0,0)/\sqrt2$ for $e-w$ and $(0,0,1,-1)/\sqrt2$ for $e-D$. A unit eigenvector $(v_0,v_1)$ of the block gives $(v_0,v_0,v_1,v_1)/\sqrt2$. The code omits the factors $1/\sqrt2$.

```lean
/-- The secular equation of the symmetric block. -/
theorem secular_iff (e D w u μ : ℝ) :
    IsLevel (symmetricBlock e D w u) μ ↔ (μ - (e + w)) * (μ - (e - D)) = 4 * u ^ 2 := by
  constructor
  · rintro ⟨v, hv0, hv⟩
    rw [symmetricBlock_mulVec] at hv
    have h0 : (e + w) * v 0 + 2 * u * v 1 = μ * v 0 := congrFun hv 0
    have h1 : 2 * u * v 0 + (e - D) * v 1 = μ * v 1 := congrFun hv 1
    by_contra hne
    have k := sub_ne_zero.mpr hne
    -- the secular determinant annihilates both amplitudes
    have a0 : ((μ - (e + w)) * (μ - (e - D)) - 4 * u ^ 2) * v 0 = 0 := by
      linear_combination -(μ - (e - D)) * h0 - 2 * u * h1
    have a1 : ((μ - (e + w)) * (μ - (e - D)) - 4 * u ^ 2) * v 1 = 0 := by
      linear_combination -2 * u * h0 - (μ - (e + w)) * h1
    apply hv0
    ext i
    fin_cases i
    · exact (mul_eq_zero.mp a0).resolve_left k
    · exact (mul_eq_zero.mp a1).resolve_left k
  · intro h
    by_cases hz : μ - (e - D) = 0
    · have hu : u = 0 := by
        rw [hz, mul_zero] at h
        exact pow_eq_zero_iff (two_ne_zero) |>.mp (by linarith)
      refine ⟨![0, 1], fun hv => one_ne_zero (α := ℝ) (congrFun hv 1), ?_⟩
      rw [symmetricBlock_mulVec]
      ext i
      fin_cases i
      · change (e + w) * 0 + 2 * u * 1 = μ * 0
        linear_combination 2 * hu
      · change 2 * u * 0 + (e - D) * 1 = μ * 1
        linear_combination -hz
    · refine ⟨![μ - (e - D), 2 * u], fun hv => hz (congrFun hv 0), ?_⟩
      rw [symmetricBlock_mulVec]
      ext i
      fin_cases i
      · change (e + w) * (μ - (e - D)) + 2 * u * (2 * u) = μ * (μ - (e - D))
        linear_combination -h
      · change 2 * u * (μ - (e - D)) + (e - D) * (2 * u) = μ * (2 * u)
        ring
```

This is the secular equation of the block:

$$(\mu-(e+w))(\mu-(e-D))=4u^2.$$

The eigenvalue equations read $(\mu-(e+w))v_0=2uv_1$ and $(\mu-(e-D))v_1=2uv_0$. Multiplying the first by $\mu-(e-D)$ and using the second gives

$$\left[(\mu-(e+w))(\mu-(e-D))-4u^2\right]v_0=0,$$

and the same bracket also annihilates $v_1$. Since $v\neq0$, the bracket vanishes.

Conversely, let $\mu$ solve the equation. If $\mu\neq e-D$, the vector $(\mu-(e-D),\,2u)$, divided by its length $\sqrt{(\mu-e+D)^2+4u^2}$, is a unit eigenvector. If $\mu=e-D$, the equation forces $u=0$, and $(0,1)$ is an eigenvector.

## The upper level and its shift

```lean
/-- `upperLevel` is the greatest level of the symmetric block. -/
theorem upperLevel_isGreatest (e D w u : ℝ) :
    IsGreatest {μ | IsLevel (symmetricBlock e D w u) μ} (upperLevel e D w u) := by
  constructor
  · have hr := Real.sq_sqrt (show 0 ≤ (D + w) ^ 2 / 4 + 4 * u ^ 2 by positivity)
    refine (secular_iff e D w u _).mpr ?_
    unfold upperLevel
    linear_combination hr
  · intro μ hμ
    have h := (secular_iff e D w u μ).mp hμ
    have hsq : (μ - e - (w - D) / 2) ^ 2 ≤ (D + w) ^ 2 / 4 + 4 * u ^ 2 :=
      le_of_eq (by linear_combination h)
    have := (le_abs_self _).trans (Real.abs_le_sqrt hsq)
    unfold upperLevel
    linarith
```

`IsGreatest S x` says that $x$ belongs to the set $S$ and that no member of $S$ exceeds it. Here $S$ is the set of block levels. Completing the square in the secular equation gives

$$\left(\mu-e-\frac{w-D}{2}\right)^2=\frac{s^2}{4}+4u^2.$$

The formula `upperLevel` satisfies this, and every other solution is at most as large, because a number never exceeds its absolute value.

```lean
/-- The greatest level `E` of the symmetric block lies above `e + w` by a non-negative shift `δ`
that obeys `δ (δ + D + w) = 4 u ^ 2`. -/
theorem upward_shift {e D w u E : ℝ}
    (hE : IsGreatest {μ | IsLevel (symmetricBlock e D w u) μ} E) :
    0 ≤ E - (e + w) ∧ (E - (e + w)) * (E - (e + w) + (D + w)) = 4 * u ^ 2 := by
  constructor
  · have hsq : ((D + w) / 2) ^ 2 ≤ (D + w) ^ 2 / 4 + 4 * u ^ 2 := by
      nlinarith [sq_nonneg u]
    have h := (le_abs_self _).trans (Real.abs_le_sqrt hsq)
    rw [hE.unique (upperLevel_isGreatest e D w u)]
    unfold upperLevel
    linarith
  · have h := (secular_iff e D w u E).mp hE.1
    linear_combination h
```

From here on, $E$ is any number known to be the greatest block level. Define $\delta=E-(e+w)$. For $s>0$ this is the upward shift of the symmetric a, b state caused by its coupling to c and d. For $s<0$ the greatest level starts from the symmetric c, d state instead, and $\delta$ is just its height above $e+w$. The theorem states

$$\delta\ge0,\qquad \delta(\delta+s)=4u^2.$$

The first part follows from $\sqrt{s^2/4+4u^2}\ge s/2$, which gives $E\ge e+(w-D)/2+(D+w)/2=e+w$. The second is the secular equation at $\mu=E$, since $E-(e-D)=\delta+s$. Neither part needs a sign condition on $s$.

## Bounds on the gap

```lean
/-- Gap of the Heine-Jones model: for `D + w > 0`, both `e - w` and the greatest level `E` of the
symmetric block are levels of the four-wave Hamiltonian, and `E - (e - w)` is bounded above by
`2w + 4u²/(D + w)` and below by the same expression less `16u⁴/(D + w)³`. -/
theorem heineJones_gap {e D w u E : ℝ} (hs : 0 < D + w)
    (hE : IsGreatest {μ | IsLevel (symmetricBlock e D w u) μ} E) :
    IsLevel (hamiltonian e D w u) (e - w) ∧ IsLevel (hamiltonian e D w u) E ∧
      2 * w + 4 * u ^ 2 / (D + w) - 16 * u ^ 4 / (D + w) ^ 3 ≤ E - (e - w) ∧
      E - (e - w) ≤ 2 * w + 4 * u ^ 2 / (D + w) := by
  refine ⟨(level_iff e D w u _).mpr (Or.inl rfl),
    (level_iff e D w u _).mpr (Or.inr (Or.inr hE.1)), ?_⟩
  obtain ⟨hδ, h⟩ := upward_shift hE
  obtain ⟨δ, hd⟩ : ∃ δ, δ = E - (e + w) := ⟨_, rfl⟩
  obtain ⟨s, hsd⟩ : ∃ s, s = D + w := ⟨_, rfl⟩
  rw [← hd, ← hsd] at h
  rw [← hd] at hδ
  rw [← hsd] at hs ⊢
  have hup : δ ≤ 4 * u ^ 2 / s := by
    rw [le_div_iff₀ hs]
    nlinarith [sq_nonneg δ]
  -- the error of the lower bound, in closed form
  have h4 : 16 * u ^ 4 = (δ * (δ + s)) ^ 2 := by rw [h]; ring
  have key : δ - (4 * u ^ 2 / s - 16 * u ^ 4 / s ^ 3) = δ ^ 3 * (δ + 2 * s) / s ^ 3 := by
    rw [h4, ← h]
    have hne : s ≠ 0 := hs.ne'
    field_simp
    ring
  have hpos : 0 ≤ δ ^ 3 * (δ + 2 * s) / s ^ 3 := by positivity
  constructor <;> linarith
```

The hypothesis `hs` is $s>0$. As $s=(e+w)-(e-D)$, it says that before $u$ mixes them, the symmetric a, b state lies above the symmetric c, d state. The sign `∧` joins four conclusions: $e-w$ is a level of $H$, $E$ is a level of $H$, and

$$2w+\frac{4u^2}{s}-\frac{16u^4}{s^3}\;\le\;E-(e-w)\;\le\;2w+\frac{4u^2}{s}.$$

The first two come from the list of levels. For the bounds, note that $E-(e-w)=2w+\delta$, so only $\delta$ has to be estimated. From $s\delta=4u^2-\delta^2\le4u^2$ follows $\delta\le4u^2/s$, which is `hup` in the proof. For the lower bound, substitute $4u^2=\delta(\delta+s)$ and its square $16u^4=\delta^2(\delta+s)^2$:

$$\delta-\frac{4u^2}{s}+\frac{16u^4}{s^3}
=-\frac{\delta^2}{s}+\frac{\delta^2(\delta+s)^2}{s^3}
=\frac{\delta^3(\delta+2s)}{s^3}\ge0.$$

This identity is `key`, and its sign is `hpos`. Adding $2w$ finishes the argument.

Here $2w$ is the signed direct splitting of a and b, and $4u^2/s$ is the contribution of second order in $u$ through c and d when $w$ is treated exactly. For this non-interacting four-wave matrix with equal cross couplings, the theorem bounds the error of stopping there by $16u^4/s^3$. An estimate that also treats $w$ as small compared with $D>0$ has $4u^2/D$ as its second-order term, and this error bound does not apply to it. Nor does it cover plane waves left out of the basis. For $4u^2>s^2$ the lower bound on the gap falls below $2w$ and is weaker than what $\delta\ge0$ already gives.

## When the gap closes

```lean
/-- For `D + w > 0`, the greatest level of the symmetric block coincides with `e - w` exactly when
`w ≤ 0` and `2u² = w(w - D)`. -/
theorem gap_closes_iff {e D w u E : ℝ} (hs : 0 < D + w)
    (hE : IsGreatest {μ | IsLevel (symmetricBlock e D w u) μ} E) :
    E = e - w ↔ w ≤ 0 ∧ 2 * u ^ 2 = w * (w - D) := by
  obtain ⟨hδ, h⟩ := upward_shift hE
  constructor
  · intro hEq
    rw [hEq] at hδ h
    exact ⟨by linarith, by linear_combination -h / 2⟩
  · rintro ⟨hw, hu⟩
    have hprod : (E - (e - w)) * (E - (e + w) - 2 * w + (D + w)) = 0 := by
      linear_combination h + 2 * hu
    have hpos : 0 < E - (e + w) - 2 * w + (D + w) := by linarith
    exact sub_eq_zero.mp ((mul_eq_zero.mp hprod).resolve_right hpos.ne')

end

end HeineJonesModel
```

Under the same hypothesis $s>0$, the two levels coincide exactly when $w\le0$ and $2u^2=w(w-D)$.

If $E=e-w$, then $\delta=-2w$. Since $\delta\ge0$, this gives $w\le0$, and the shift equation becomes $-2w(D-w)=4u^2$, which is the second condition. Conversely, the two conditions and the shift equation give

$$(\delta+2w)(\delta-2w+s)=4u^2-2w(w-D)=0.$$

The second factor is positive, because $\delta\ge0$, $-2w\ge0$ and $s>0$. Hence $\delta=-2w$, that is, $E=e-w$.

The condition $w\le0$ is readily lost if one just inserts $\mu=e-w$ into the secular equation. That yields $2u^2=w(w-D)$, but does not tell which of the two roots has been met. With $e=0$, $w=2$, $D=1$ and $u=1$ the equation holds, yet the block levels are $3$ and $-2$. It is the lower one that equals $e-w=-2$, and the gap is $5$.

```lean
#print axioms HeineJonesModel.heineJones_gap
#print axioms HeineJonesModel.gap_closes_iff
```

```
'HeineJonesModel.heineJones_gap' depends on axioms: [propext, Classical.choice, Quot.sound]
'HeineJonesModel.gap_closes_iff' depends on axioms: [propext, Classical.choice, Quot.sound]
```
